# A Repulsive Separable Projector Orthogonal to a Nondegenerate Ground State Leaves the Ground Energy and Density Unchanged

The Hamiltonian is taken to be a single Hermitian matrix H on a finite set of sites, with its local and nonlocal parts left together. A local potential is then a diagonal matrix, and a separable pseudopotential term is a matrix of rank at most one. For one electron in this finite model, the site density does not determine a nonlocal potential: a term can be added that changes the Hamiltonian and leaves the ground-state density as it was.

The sites are the elements of the type `n`, and a state is a complex vector `n → ℂ`. For two states x and y write

x\*y = Σᵢ conj(xᵢ) yᵢ,

which is `star x ⬝ᵥ y` in Lean. The action of a matrix on a state is written `*ᵥ`.

```lean
import Mathlib

open Matrix

namespace NonlocalPseudopotential

noncomputable section

variable {n : Type*} [Fintype n] [DecidableEq n]
```

## The separable term and the ground state

The added term is D b b\*, with matrix elements D bᵢ conj(bⱼ). The vector b is the projector function of one pseudopotential channel, and the real number D is the strength with which that channel acts. Positive D is repulsive. Since b need not be normalised, the energy scale of the term is D|b|², where |b|² = b\*b.

```lean
/-- The separable nonlocal term `D b b*` with strength `D` and projector function `b`. -/
def projector (D : ℝ) (b : n → ℂ) : Matrix n n ℂ :=
  (D : ℂ) • Matrix.vecMulVec b (star b)
```

The energy of a state x is the real part of x\*Hx. For a unit vector this is the usual expectation value; otherwise it must be divided by x\*x.

```lean
/-- The real part of the expectation value `x* H x`, without normalisation of `x`. -/
def energy (H : Matrix n n ℂ) (x : n → ℂ) : ℝ := (star x ⬝ᵥ H *ᵥ x).re
```

A ground state is a unit vector ψ with Hψ = Eψ whose energy bounds all others from below:

E x\*x ≤ x\*Hx for every x.

The structure `IsGroundState` records these conditions together with the Hermiticity of H. They are hypotheses about the given ψ; its existence is not derived.

```lean
/-- `ψ` is a unit ground state of the Hermitian Hamiltonian `H` with energy `E`. -/
structure IsGroundState (H : Matrix n n ℂ) (E : ℝ) (ψ : n → ℂ) : Prop where
  hermitian : H.IsHermitian
  unit : star ψ ⬝ᵥ ψ = 1
  eigen : H *ᵥ ψ = (E : ℂ) • ψ
  lowest : ∀ x, E * (star x ⬝ᵥ x).re ≤ energy H x
```

Nondegeneracy is also assumed. It says that every solution of Hφ = Eφ is a multiple of ψ.

```lean
/-- Every solution of `H φ = E φ` is a multiple of `ψ`. -/
def Nondegenerate (H : Matrix n n ℂ) (E : ℝ) (ψ : n → ℂ) : Prop :=
  ∀ φ, H *ᵥ φ = (E : ℂ) • φ → ∃ c : ℂ, φ = c • ψ
```

## The energy added by the projector

Acting on a state x, the separable term returns b, weighted by the overlap:

(D b b\*x)ᵢ = Σⱼ D bᵢ conj(bⱼ) xⱼ = D (b\*x) bᵢ.

The proof expands both sides into sums and compares them term by term.

```lean
omit [DecidableEq n] in
/-- The separable term maps a state `x` to `b`, weighted by `D` and the overlap of `b` with `x`. -/
theorem projector_mulVec (D : ℝ) (b x : n → ℂ) :
    projector D b *ᵥ x = ((D : ℂ) * (star b ⬝ᵥ x)) • b := by
  ext i
  simp only [projector, Matrix.mulVec, dotProduct, Matrix.smul_apply, Matrix.vecMulVec_apply,
    Pi.smul_apply, smul_eq_mul, Finset.mul_sum, Finset.sum_mul]
  exact Finset.sum_congr rfl fun j _ => by ring
```

Taking the product with x from the left, and using x\*b = conj(b\*x), gives

x\*(H + D b b\*)x = x\*Hx + D |b\*x|².

In Lean the squared modulus is `Complex.normSq`. The auxiliary statement `h` is the conjugation identity for the overlap.

```lean
omit [DecidableEq n] in
/-- The separable term adds `D |b* x|²` to the energy of `x`. -/
theorem energy_add_projector (H : Matrix n n ℂ) (D : ℝ) (b x : n → ℂ) :
    energy (H + projector D b) x = energy H x + D * Complex.normSq (star b ⬝ᵥ x) := by
  have h : star x ⬝ᵥ b = starRingEnd ℂ (star b ⬝ᵥ x) := by
    simp [dotProduct, map_sum, mul_comm]
  unfold energy
  rw [Matrix.add_mulVec, dotProduct_add, projector_mulVec, dotProduct_smul, h, smul_eq_mul,
    mul_assoc, Complex.mul_conj, Complex.add_re, ← Complex.ofReal_mul, Complex.ofReal_re]
```

For an eigenvector, Hφ = Eφ with real E, the energy is

φ\*Hφ = E φ\*φ.

```lean
omit [DecidableEq n] in
/-- An eigenvector with eigenvalue `E` has energy `E` times its squared norm. -/
theorem energy_of_eigen {H : Matrix n n ℂ} {E : ℝ} {φ : n → ℂ}
    (h : H *ᵥ φ = (E : ℂ) • φ) : energy H φ = E * (star φ ⬝ᵥ φ).re := by
  rw [energy, h, dotProduct_smul, smul_eq_mul, Complex.re_ofReal_mul]
```

## No room at the old ground energy

Let ψ be a ground state of H with energy E, let D > 0, and suppose that (H + D b b\*)φ = Eφ. The two energy formulas and the variational bound give

E φ\*φ = φ\*Hφ + D |b\*φ|² ≥ E φ\*φ + D |b\*φ|².

Hence D|b\*φ|² ≤ 0, and so b\*φ = 0. The separable term then vanishes on φ, which leaves Hφ = Eφ. The proof assumes a nonzero overlap, obtains a strictly positive extra energy, and lets `linarith` find the contradiction.

```lean
omit [DecidableEq n] in
/-- With a repulsive projector added, any eigenvector at the old ground energy is orthogonal
to `b` and is an eigenvector of the old Hamiltonian at that energy. -/
theorem eigen_at_old_energy {H : Matrix n n ℂ} {E D : ℝ} {ψ φ b : n → ℂ}
    (h : IsGroundState H E ψ) (hD : 0 < D)
    (hφ : (H + projector D b) *ᵥ φ = (E : ℂ) • φ) :
    star b ⬝ᵥ φ = 0 ∧ H *ᵥ φ = (E : ℂ) • φ := by
  have e1 := energy_of_eigen hφ
  rw [energy_add_projector] at e1
  have e2 := h.lowest φ
  -- the positive extra energy has no room above the variational bound
  have hz : star b ⬝ᵥ φ = 0 := by
    by_contra hne
    have hpos := mul_pos hD (Complex.normSq_pos.2 hne)
    linarith
  refine ⟨hz, ?_⟩
  rwa [Matrix.add_mulVec, projector_mulVec, hz, mul_zero, zero_smul, add_zero] at hφ
```

## Orthogonality preserves the ground state

Now let b\*ψ = 0. A p-type projector and an s-type ground state centred on the same atom are an example in which symmetry enforces this. Then

(H + D b b\*)ψ = Hψ + D (b\*ψ) b = Eψ,

and for every x

x\*(H + D b b\*)x ≥ x\*Hx ≥ E x\*x.

The new matrix is Hermitian because D is real, so ψ is still a ground state. It is still nondegenerate: by the previous step, any eigenvector of the new Hamiltonian at E is an eigenvector of H at E, hence a multiple of ψ. The conclusion has the same form as the hypotheses, so further repulsive projectors orthogonal to ψ can be added one after another.

```lean
omit [DecidableEq n] in
/-- A repulsive projector orthogonal to a nondegenerate ground state leaves it the
nondegenerate ground state, with the same energy. -/
theorem ground_state_preserved {H : Matrix n n ℂ} {E D : ℝ} {ψ b : n → ℂ}
    (h : IsGroundState H E ψ) (hn : Nondegenerate H E ψ) (hD : 0 < D)
    (hb : star b ⬝ᵥ ψ = 0) :
    IsGroundState (H + projector D b) E ψ ∧ Nondegenerate (H + projector D b) E ψ := by
  refine ⟨⟨h.hermitian.add ?_, h.unit, ?_, fun x => ?_⟩,
    fun φ hφ => hn φ (eigen_at_old_energy h hD hφ).2⟩
  · ext i j
    simp [projector, Matrix.vecMulVec_apply, mul_comm]
  · rw [Matrix.add_mulVec, projector_mulVec, hb, mul_zero, zero_smul, add_zero, h.eigen]
  · rw [energy_add_projector]
    have := mul_nonneg hD.le (Complex.normSq_nonneg (star b ⬝ᵥ x))
    linarith [h.lowest x]
```

Conversely, suppose that the new Hamiltonian has some ground state φ at the old energy E. Then b\*φ = 0 and φ = cψ for a complex number c. Since φ is a unit vector, c ≠ 0, and

0 = b\*φ = c b\*ψ

forces b\*ψ = 0. For a nondegenerate ground state and D > 0, the ground energy therefore stays at E exactly when b is orthogonal to ψ. In the theorem, "the ground energy is E" is expressed by the existence of a ground state with that energy.

```lean
omit [DecidableEq n] in
/-- A repulsive projector leaves the energy of a nondegenerate ground state `ψ` as the ground
energy exactly when `b` is orthogonal to `ψ`. -/
theorem ground_energy_unchanged_iff {H : Matrix n n ℂ} {E D : ℝ} {ψ b : n → ℂ}
    (h : IsGroundState H E ψ) (hn : Nondegenerate H E ψ) (hD : 0 < D) :
    (∃ φ, IsGroundState (H + projector D b) E φ) ↔ star b ⬝ᵥ ψ = 0 := by
  refine ⟨?_, fun hb => ⟨ψ, (ground_state_preserved h hn hD hb).1⟩⟩
  rintro ⟨φ, hφ⟩
  obtain ⟨hz, he⟩ := eigen_at_old_energy h hD hφ.eigen
  obtain ⟨c, rfl⟩ := hn φ he
  have hc : c ≠ 0 := by
    rintro rfl
    have hu := hφ.unit
    simp at hu
  rw [dotProduct_smul, smul_eq_mul] at hz
  exact (mul_eq_zero.1 hz).resolve_left hc
```

## The same density for every new ground state

Let φ be any ground state of H + D b b\*, with energy E′, again with b\*ψ = 0. Each of φ and ψ serves as a trial state for the other. With φ as trial state E ≤ E′, and with ψ as trial state E′ ≤ E, so E′ = E. Nondegeneracy gives φ = cψ, and normalisation gives

1 = φ\*φ = |c|² ψ\*ψ = |c|².

On each site i the density is therefore

|φᵢ|² = |c|² |ψᵢ|² = |ψᵢ|².

The Lean proof follows this order: `hE` is the equality of energies and `hc` is |c|² = 1.

```lean
omit [DecidableEq n] in
/-- If `b` is orthogonal to the nondegenerate ground state, every ground state of the
Hamiltonian with the repulsive projector has the old energy and the old site density. -/
theorem energy_and_density_unchanged {H : Matrix n n ℂ} {E E' D : ℝ} {ψ φ b : n → ℂ}
    (h : IsGroundState H E ψ) (hn : Nondegenerate H E ψ) (hD : 0 < D)
    (hb : star b ⬝ᵥ ψ = 0) (hφ : IsGroundState (H + projector D b) E' φ) :
    E' = E ∧ ∀ i, Complex.normSq (φ i) = Complex.normSq (ψ i) := by
  obtain ⟨h', hn'⟩ := ground_state_preserved h hn hD hb
  -- each ground state is a trial state for the other
  have hE : E' = E := by
    have a := h'.lowest φ
    have a' := hφ.lowest ψ
    rw [energy_of_eigen hφ.eigen, hφ.unit, Complex.one_re] at a
    rw [energy_of_eigen h'.eigen, h'.unit, Complex.one_re] at a'
    linarith
  subst hE
  refine ⟨rfl, fun i => ?_⟩
  obtain ⟨c, rfl⟩ := hn' φ hφ.eigen
  have hu := hφ.unit
  rw [star_smul, smul_dotProduct, dotProduct_smul, h.unit] at hu
  simp only [smul_eq_mul, mul_one] at hu
  have hc : Complex.normSq c = 1 := by
    apply Complex.ofReal_injective
    rw [← Complex.mul_conj, mul_comm, Complex.ofReal_one]
    exact hu
  rw [Pi.smul_apply, smul_eq_mul, Complex.normSq_mul, hc, one_mul]
```

## The added term is not a site potential

Suppose that D b b\* were diagonal, with D ≠ 0 and b ≠ 0. Choose a site i with bᵢ ≠ 0. For every other site j the off-diagonal element must vanish:

D bⱼ conj(bᵢ) = 0, hence bⱼ = 0.

So b lives on the single site i, and b\*ψ = conj(bᵢ) ψᵢ. If ψ vanishes on no site, this is nonzero and contradicts orthogonality. The condition on ψ matters, because a potential acting only on a site where ψ vanishes is local and also leaves ψ alone.

There is no conflict with Hohenberg–Kohn uniqueness, which compares local potentials added to a fixed remainder of the Hamiltonian. Here the remainder itself changes.

```lean
/-- If `D` is nonzero, `ψ` vanishes on no site, and `b` is nonzero and orthogonal to `ψ`, the
separable term is not a site potential. -/
theorem projector_not_local {D : ℝ} {ψ b : n → ℂ} (hD : D ≠ 0) (hψ : ∀ i, ψ i ≠ 0)
    (hb0 : b ≠ 0) (hb : star b ⬝ᵥ ψ = 0) (v : n → ℂ) :
    projector D b ≠ Matrix.diagonal v := by
  intro heq
  obtain ⟨i, hi⟩ := Function.ne_iff.1 hb0
  have hi' : b i ≠ 0 := hi
  -- a diagonal projector would live on a single site
  have off : ∀ j, j ≠ i → b j = 0 := by
    intro j hj
    have := congrFun (congrFun heq j) i
    simpa [projector, Matrix.vecMulVec_apply, Matrix.diagonal_apply_ne _ hj, hD, hi'] using this
  have hs : star b ⬝ᵥ ψ = star (b i) * ψ i := by
    unfold dotProduct
    rw [Finset.sum_eq_single i]
    · rfl
    · intro j _ hj
      simp [off j hj]
    · simp
  rw [hs] at hb
  exact mul_ne_zero (star_ne_zero.2 hi') (hψ i) hb
```

## What happens to the other levels

The excitation spectrum can change while the ground-state density does not. If Hb = Fb with F real, then

(H + D b b\*)b = (F + D |b|²) b.

For nonzero b, this level moves by D|b|².

```lean
omit [DecidableEq n] in
/-- If `b` is an eigenvector of `H` with eigenvalue `F`, it is still an eigenvector after the
separable term is added, with eigenvalue `F` plus `D` times the squared norm of `b`. -/
theorem level_shift {H : Matrix n n ℂ} {F : ℝ} {b : n → ℂ} (D : ℝ)
    (h : H *ᵥ b = (F : ℂ) • b) :
    (H + projector D b) *ᵥ b = ((F : ℂ) + D * (star b ⬝ᵥ b)) • b := by
  rw [Matrix.add_mulVec, projector_mulVec, h, ← add_smul]
```

An attractive term behaves differently. Let ψ be an eigenvector of H at E with b\*ψ = 0. It remains an eigenvector at E for every D. But if D is so negative that

b\*Hb + D |b|⁴ < E |b|²,

then b, used as a trial state, lies below E, and ψ is not a ground state of the new Hamiltonian. The inequality excludes b = 0. For the unit vector b̂ = b/|b| it reads

b̂\*Hb̂ + D |b|² < E.

This resembles a ghost state of a separable pseudopotential, an unphysical level that can lie below the reference level. The picture is simplified: in the Kleinman–Bylander construction the projector overlaps with the reference state of its own channel, whereas here b is orthogonal to ψ.

```lean
omit [DecidableEq n] in
/-- If `b` is orthogonal to the eigenvector `ψ` and `D` is so negative that the trial state `b`
falls below `E`, then `ψ` is still an eigenvector at `E` but not a ground state. -/
theorem ghost_below_reference {H : Matrix n n ℂ} {E D : ℝ} {ψ b : n → ℂ}
    (h : H *ᵥ ψ = (E : ℂ) • ψ) (hb : star b ⬝ᵥ ψ = 0)
    (hD : energy H b + D * Complex.normSq (star b ⬝ᵥ b) < E * (star b ⬝ᵥ b).re) :
    (H + projector D b) *ᵥ ψ = (E : ℂ) • ψ ∧ ¬ IsGroundState (H + projector D b) E ψ := by
  constructor
  · rw [Matrix.add_mulVec, projector_mulVec, hb, mul_zero, zero_smul, add_zero, h]
  · intro hg
    have := hg.lowest b
    rw [energy_add_projector] at this
    linarith
```

## Two sites, the smallest nontrivial case

On one site, b\*ψ = 0 forces b = 0, so the added term vanishes. Two sites are enough for a genuine example. Number them 0 and 1, and take

b = (4, −3), H = b b\* = [[16, −12], [−12, 9]], ψ = (3/5, 4/5).

Then b\*ψ = 12/5 − 12/5 = 0, so Hψ = 0. The energy is

x\*Hx = |4x₀ − 3x₁|² ≥ 0,

which makes ψ a ground state at E = 0 with densities 9/25 and 16/25. If Hφ = 0, the first row gives φ₁ = (4/3)φ₀, so φ = (5/3)φ₀ ψ and the level is nondegenerate. The proof of the lower bound gives `nlinarith` the squares of the real and imaginary parts of 4x₀ − 3x₁.

In this example H + D b b\* = (1 + D) b b\*. The upper level, with unit eigenvector (4/5, −3/5), moves from 25 to 25(1 + D), while ψ stays at zero. At D = −1 the two levels meet, and for D < −1 the upper one has become a ghost below ψ.

```lean
/-- A two-site Hamiltonian with nondegenerate ground state `(3/5, 4/5)` at energy zero, and the
projector function `(4, -3)` orthogonal to it. -/
theorem ground_state_witness :
    IsGroundState (!![16, -12; -12, 9] : Matrix (Fin 2) (Fin 2) ℂ) 0 ![3 / 5, 4 / 5] ∧
    Nondegenerate (!![16, -12; -12, 9] : Matrix (Fin 2) (Fin 2) ℂ) 0 ![3 / 5, 4 / 5] ∧
    star (![4, -3] : Fin 2 → ℂ) ⬝ᵥ ![3 / 5, 4 / 5] = 0 := by
  refine ⟨⟨?_, ?_, ?_, fun x => ?_⟩, fun φ hφ => ?_, ?_⟩
  · ext i j
    fin_cases i <;> fin_cases j <;> simp
  · have h3 : (starRingEnd ℂ) 3 = 3 := Complex.conj_eq_iff_im.2 (by simp)
    have h4 : (starRingEnd ℂ) 4 = 4 := Complex.conj_eq_iff_im.2 (by simp)
    have h5 : (starRingEnd ℂ) 5 = 5 := Complex.conj_eq_iff_im.2 (by simp)
    simp [dotProduct, Fin.sum_univ_two]
    norm_num
    rw [h3, h4, h5]
    norm_num
  · ext i
    fin_cases i <;> simp [Matrix.mulVec, dotProduct, Fin.sum_univ_two] <;> norm_num
  · simp [energy, Matrix.mulVec, dotProduct, Fin.sum_univ_two]
    nlinarith [sq_nonneg (4 * (x 0).re - 3 * (x 1).re), sq_nonneg (4 * (x 0).im - 3 * (x 1).im)]
  · have h0 := congrFun hφ 0
    simp [Matrix.mulVec, dotProduct, Fin.sum_univ_two] at h0
    refine ⟨5 / 3 * φ 0, ?_⟩
    ext i
    fin_cases i
    · show φ 0 = 5 / 3 * φ 0 * (3 / 5)
      ring
    · show φ 1 = 5 / 3 * φ 0 * (4 / 5)
      linear_combination (-1 / 12) * h0
  · have h3 : (starRingEnd ℂ) 3 = 3 := Complex.conj_eq_iff_im.2 (by simp)
    have h4 : (starRingEnd ℂ) 4 = 4 := Complex.conj_eq_iff_im.2 (by simp)
    simp [dotProduct, Fin.sum_univ_two]
    norm_num
    rw [h3, h4]
    norm_num

end

end NonlocalPseudopotential
```

```lean
#print axioms NonlocalPseudopotential.ground_energy_unchanged_iff
-- 'NonlocalPseudopotential.ground_energy_unchanged_iff' depends on axioms: [propext, Classical.choice, Quot.sound]
#print axioms NonlocalPseudopotential.energy_and_density_unchanged
-- 'NonlocalPseudopotential.energy_and_density_unchanged' depends on axioms: [propext, Classical.choice, Quot.sound]
#print axioms NonlocalPseudopotential.level_shift
-- 'NonlocalPseudopotential.level_shift' depends on axioms: [propext, Classical.choice, Quot.sound]
#print axioms NonlocalPseudopotential.ghost_below_reference
-- 'NonlocalPseudopotential.ghost_below_reference' depends on axioms: [propext, Classical.choice, Quot.sound]
```
